# Off-diagonal couplings widen the total squared level spread of a finite Hermitian matrix

## Do couplings push levels apart when there are more than two?

Level repulsion, taken gap by gap, fails beyond two states. Take bare energies 0, 1 and 3 and weakly couple only the first two: the middle level rises, and its gap to the top one shrinks. So what does "couplings spread the spectrum" mean for $n$ levels? I believe the squared differences, summed over all pairs, obey

$$\sum_{i<j}(E_i-E_j)^2=\sum_{i<j}(H_{ii}-H_{jj})^2+2n\sum_{i<j}|H_{ij}|^2 .$$

Can this be made rigorous and machine-checked in Lean?

## Two traces fix the spread

Yes. Let $H$ be a Hermitian $n\times n$ matrix with eigenvalues $E_i$, where indices run from $0$ to $n-1$. Write $h_i=H_{ii}$ for the bare energies, $C=\sum_{i<j}|H_{ij}|^2$ for the coupling strength, and $S(x)=\sum_{i<j}(x_i-x_j)^2$ for the pair spread of a real list $x$.

The sum of $(x_i-x_j)^2$ over all $i,j$ counts each pair twice, and its diagonal vanishes. Hence

$$2S(x)=\sum_{i,j}(x_i^2-2x_ix_j+x_j^2)=2n\sum_i x_i^2-2\Big(\sum_i x_i\Big)^2,$$

so $S(x)=n\sum_i x_i^2-(\sum_i x_i)^2$. Only two sums over the levels are needed.

The trace gives the first, $\sum_i E_i=\sum_i h_i$. For the second, write $H=UDU^\dagger$ with $U$ unitary and $D$ the diagonal matrix of the eigenvalues. Then $H^2=UD^2U^\dagger$, and cyclicity gives $\operatorname{tr}H^2=\operatorname{tr}D^2=\sum_i E_i^2$. In the original basis,

$$\operatorname{tr}H^2=\sum_{i,j}H_{ij}H_{ji}=\sum_{i,j}|H_{ij}|^2=\sum_i h_i^2+2C.$$

Therefore

$$S(E)=n\Big(\sum_i h_i^2+2C\Big)-\Big(\sum_i h_i\Big)^2=S(h)+2nC.$$

Since $C$ is a sum of non-negative terms, the spread grows strictly exactly when some coupling is nonzero. If $H=\operatorname{diag}(\varepsilon)+gV$ with real $g$ and $V_{ii}=0$, then $C=g^2\sum_{i<j}|V_{ij}|^2$, and the added spread $2nC$ is proportional to $g^2$ for fixed $V$.

For $n=2$ the identity is the familiar $(E_0-E_1)^2=(H_{00}-H_{11})^2+4|H_{01}|^2$.

## What the Lean statements say

The Hamiltonian is a complex matrix indexed by `Fin n`, which represents an operator in a finite orthonormal basis. The hypothesis `H.IsHermitian` supplies the real levels `hH.eigenvalues`, repeated according to multiplicity; their order does not affect the spread. `bareEnergy` takes the real part of each diagonal element, and `Ioi i` restricts the inner sums to $j>i$.

`levelSpread_eq` is the identity, `bareSpread_lt_levelSpread_iff` the strict inequality, and `levelSpread_coupling` the quadratic law. The last assumes that the full matrix is Hermitian and that `V` has zero diagonal.

The spread covers all pairs, not just neighbouring levels, and for $n\ge 3$ an individual gap may shrink even when the total grows. Infinite-dimensional operators and non-orthogonal bases are not covered.

Using the variance of the levels as the measure of spread would divide the identity by $n^2$: for $n\ge 1$ the coupling term would become $2C/n$.

```lean
import Mathlib

open Finset

namespace LevelRepulsionSpread

noncomputable section

variable {n : ℕ}

/-- The sum of squared differences of a list of energies over all unordered pairs. -/
def pairSpread (x : Fin n → ℝ) : ℝ := ∑ i, ∑ j ∈ Ioi i, (x i - x j) ^ 2

/-- The bare energies: the real parts of the diagonal elements of the Hamiltonian. -/
def bareEnergy (H : Matrix (Fin n) (Fin n) ℂ) (i : Fin n) : ℝ := (H i i).re

/-- The sum of the squared moduli of the matrix elements above the diagonal. -/
def couplingStrength (H : Matrix (Fin n) (Fin n) ℂ) : ℝ :=
  ∑ i, ∑ j ∈ Ioi i, ‖H i j‖ ^ 2

/-- A symmetric double sum is its diagonal part plus twice the sum over unordered pairs. -/
theorem sum_eq_diag_add_pairs (f : Fin n → Fin n → ℝ) (hf : ∀ i j, f i j = f j i) :
    ∑ i, ∑ j, f i j = ∑ i, f i i + 2 * ∑ i, ∑ j ∈ Ioi i, f i j := by
  have h1 : ∀ i, ∑ j ∈ Ioi i, f i j = ∑ j, if i < j then f i j else 0 := by
    intro i
    rw [← Finset.sum_filter]
    congr 1
    ext j
    simp
  -- the lower triangle contributes as much as the upper one
  have h2 : ∑ i, ∑ j, (if j < i then f i j else 0)
      = ∑ i, ∑ j, (if i < j then f i j else 0) := by
    rw [Finset.sum_comm]
    refine Finset.sum_congr rfl fun i _ => Finset.sum_congr rfl fun j _ => ?_
    rw [hf j i]
  have h3 : ∀ i, ∑ j, f i j = f i i + (∑ j, if i < j then f i j else 0)
      + ∑ j, if j < i then f i j else 0 := by
    intro i
    have hd : f i i = ∑ j, if i = j then f i j else 0 := by simp
    rw [hd, ← Finset.sum_add_distrib, ← Finset.sum_add_distrib]
    refine Finset.sum_congr rfl fun j _ => ?_
    rcases lt_trichotomy i j with h | h | h
    · simp [h, h.ne, lt_asymm h]
    · subst h
      simp
    · simp [h, h.ne', lt_asymm h]
  simp only [h1, h3, Finset.sum_add_distrib, h2]
  ring

/-- The pair spread of `n` energies is `n` times the sum of their squares minus the square
of their sum. -/
theorem pairSpread_eq (x : Fin n → ℝ) :
    pairSpread x = n * ∑ i, x i ^ 2 - (∑ i, x i) ^ 2 := by
  have h := sum_eq_diag_add_pairs (fun i j => (x i - x j) ^ 2) (fun i j => by ring)
  have h1 : ∀ i, ∑ j, (x i - x j) ^ 2
      = n * x i ^ 2 - 2 * x i * ∑ j, x j + ∑ j, x j ^ 2 := by
    intro i
    simp only [sub_sq, Finset.sum_add_distrib, Finset.sum_sub_distrib, Finset.sum_const,
      Finset.card_univ, Fintype.card_fin, nsmul_eq_mul, ← Finset.mul_sum]
  have h2 : ∑ i, ∑ j, (x i - x j) ^ 2 = 2 * (n * ∑ i, x i ^ 2 - (∑ i, x i) ^ 2) := by
    simp only [h1, Finset.sum_add_distrib, Finset.sum_sub_distrib, Finset.sum_const,
      Finset.card_univ, Fintype.card_fin, nsmul_eq_mul, ← Finset.mul_sum, ← Finset.sum_mul]
    ring
  have h3 : ∑ i, (x i - x i) ^ 2 = 0 := by simp
  unfold pairSpread
  linarith

/-- The levels and the bare energies have the same sum. -/
theorem sum_levels {H : Matrix (Fin n) (Fin n) ℂ} (hH : H.IsHermitian) :
    ∑ i, hH.eigenvalues i = ∑ i, bareEnergy H i := by
  have h := congrArg Complex.re hH.trace_eq_sum_eigenvalues
  simpa [Matrix.trace, bareEnergy] using h.symm

/-- The trace of the square of a matrix is unchanged by a unitary change of basis. -/
theorem trace_sq_conj (U D : Matrix (Fin n) (Fin n) ℂ) (hU : star U * U = 1) :
    ((U * D * star U) * (U * D * star U)).trace = (D * D).trace := by
  have h : (U * D * star U) * (U * D * star U) = U * (D * D) * star U := by
    calc (U * D * star U) * (U * D * star U)
        = U * D * (star U * U) * D * star U := by simp only [mul_assoc]
      _ = U * (D * D) * star U := by rw [hU, mul_one, mul_assoc U D D]
  rw [h, Matrix.trace_mul_comm, ← mul_assoc, hU, one_mul]

/-- The sum of the squared levels equals the sum of the squared moduli of all matrix
elements of the Hamiltonian. -/
theorem sum_sq_levels {H : Matrix (Fin n) (Fin n) ℂ} (hH : H.IsHermitian) :
    ∑ i, hH.eigenvalues i ^ 2 = ∑ i, ∑ j, ‖H i j‖ ^ 2 := by
  -- the trace of H² in the given basis
  have hl : (H * H).trace = ((∑ i, ∑ j, ‖H i j‖ ^ 2 : ℝ) : ℂ) := by
    simp only [Matrix.trace, Matrix.diag_apply, Matrix.mul_apply, Complex.ofReal_sum]
    refine Finset.sum_congr rfl fun i _ => Finset.sum_congr rfl fun j _ => ?_
    have h : H j i = starRingEnd ℂ (H i j) := (hH.apply j i).symm
    rw [h, Complex.mul_conj, Complex.normSq_eq_norm_sq]
  -- the same trace in the eigenbasis
  have hr : (H * H).trace = ((∑ i, hH.eigenvalues i ^ 2 : ℝ) : ℂ) := by
    have h := hH.spectral_theorem
    rw [Unitary.conjStarAlgAut_apply] at h
    refine (congrArg (fun M => (M * M).trace) h).trans ?_
    refine (trace_sq_conj _ _ (Unitary.coe_star_mul_self hH.eigenvectorUnitary)).trans ?_
    simp [Matrix.diagonal_mul_diagonal, Matrix.trace, pow_two]
  exact Complex.ofReal_injective (hr.symm.trans hl)

/-- The squared level differences, summed over pairs, equal the squared bare energy
differences summed over pairs plus `2n` times the summed squared couplings. -/
theorem levelSpread_eq {H : Matrix (Fin n) (Fin n) ℂ} (hH : H.IsHermitian) :
    pairSpread hH.eigenvalues = pairSpread (bareEnergy H) + 2 * n * couplingStrength H := by
  have hdiag : ∀ i, ‖H i i‖ ^ 2 = bareEnergy H i ^ 2 := by
    intro i
    have him : (H i i).im = 0 := Complex.conj_eq_iff_im.mp (hH.apply i i)
    rw [← Complex.normSq_eq_norm_sq, Complex.normSq_apply, him, bareEnergy]
    ring
  have hsymm : ∀ i j, ‖H i j‖ ^ 2 = ‖H j i‖ ^ 2 := by
    intro i j
    rw [← hH.apply i j, norm_star]
  have h := sum_eq_diag_add_pairs (fun i j => ‖H i j‖ ^ 2) hsymm
  simp only [hdiag] at h
  rw [pairSpread_eq, pairSpread_eq, sum_levels, sum_sq_levels, h, couplingStrength]
  ring

/-- The levels have a strictly larger pair spread than the bare energies exactly when some
pair of basis states is coupled. -/
theorem bareSpread_lt_levelSpread_iff {H : Matrix (Fin n) (Fin n) ℂ} (hH : H.IsHermitian) :
    pairSpread (bareEnergy H) < pairSpread hH.eigenvalues ↔ ∃ i j, i < j ∧ H i j ≠ 0 := by
  rw [levelSpread_eq hH, lt_add_iff_pos_right]
  constructor
  · intro h
    by_contra hno
    push Not at hno
    have h0 : couplingStrength H = 0 := by
      refine Finset.sum_eq_zero fun i _ => Finset.sum_eq_zero fun j hj => ?_
      simp [hno i j (Finset.mem_Ioi.mp hj)]
    simp [h0] at h
  · rintro ⟨i, j, hij, hne⟩
    have hn : (0 : ℝ) < n := Nat.cast_pos.mpr (Fin.pos i)
    have hc : 0 < couplingStrength H := by
      refine Finset.sum_pos' (fun k _ => Finset.sum_nonneg fun l _ => sq_nonneg _)
        ⟨i, Finset.mem_univ i, ?_⟩
      exact Finset.sum_pos' (fun l _ => sq_nonneg _)
        ⟨j, Finset.mem_Ioi.mpr hij, pow_pos (norm_pos_iff.mpr hne) 2⟩
    positivity

/-- For bare energies `ε` and an off-diagonal coupling `V` of real strength `g`, the pair spread of
the levels is that of `ε` plus `2n g²` times the coupling strength of `V`. -/
theorem levelSpread_coupling (ε : Fin n → ℝ) (V : Matrix (Fin n) (Fin n) ℂ) (g : ℝ)
    (hV : ∀ i, V i i = 0)
    (hH : (Matrix.diagonal (fun i => (ε i : ℂ)) + (g : ℂ) • V).IsHermitian) :
    pairSpread hH.eigenvalues = pairSpread ε + 2 * n * g ^ 2 * couplingStrength V := by
  have hb : bareEnergy (Matrix.diagonal (fun i => (ε i : ℂ)) + (g : ℂ) • V) = ε := by
    funext i
    simp [bareEnergy, hV i]
  have hc : couplingStrength (Matrix.diagonal (fun i => (ε i : ℂ)) + (g : ℂ) • V)
      = g ^ 2 * couplingStrength V := by
    simp only [couplingStrength, Finset.mul_sum]
    refine Finset.sum_congr rfl fun i _ => Finset.sum_congr rfl fun j hj => ?_
    have hij : i ≠ j := (Finset.mem_Ioi.mp hj).ne
    simp [Matrix.diagonal_apply_ne _ hij, mul_pow]
  rw [levelSpread_eq hH, hb, hc]
  ring

end

end LevelRepulsionSpread
```

```lean
#print axioms LevelRepulsionSpread.bareSpread_lt_levelSpread_iff
-- 'LevelRepulsionSpread.bareSpread_lt_levelSpread_iff' depends on axioms: [propext, Classical.choice, Quot.sound]
#print axioms LevelRepulsionSpread.levelSpread_coupling
-- 'LevelRepulsionSpread.levelSpread_coupling' depends on axioms: [propext, Classical.choice, Quot.sound]
```

## How the proof follows the algebra

`sum_eq_diag_add_pairs` splits a symmetric double sum into its diagonal and two equal triangles: `Finset.sum_comm` exchanges the triangles, and `lt_trichotomy` sorts each index pair. `pairSpread_eq` applies this to squared differences, expands the square, and lets `linarith` remove the factor of two.

`sum_levels` takes the real part of Mathlib's trace formula. `trace_sq_conj` cancels the inner $U^\dagger U$ and uses cyclicity. `sum_sq_levels` then evaluates $\operatorname{tr}H^2$ in both bases and equates the results.

`levelSpread_eq` uses the fact that Hermitian diagonal elements are real, substitutes the two sums, and finishes with `ring`. The strict inequality reduces to positivity of $2nC$; one nonzero off-diagonal element suffices. For the quadratic law, `hb` and `hc` compute the bare energies and coupling strength of the combined matrix.

For a finite Hamiltonian matrix in an orthonormal basis, such as a small tight-binding model, the identity gives the total squared spread without diagonalisation and so offers a check on a complete set of computed eigenvalues.
